# A time-odd observable has zero mean in every nondegenerate level of a time-even Hamiltonian

Let \(H_0\) and \(M\) be finite complex matrices, \(M\) Hermitian, and let \(U\) be unitary with

\[ U\,\overline{H_0}\,U^\dagger = H_0, \qquad U\,\overline{M}\,U^\dagger = -M , \]

where the bar conjugates every entry. If \(\psi\) is a nondegenerate eigenvector of \(H_0\) with real energy, then \(\psi^\dagger M\psi = 0\). For a molecule without a magnetic field, described in a finite orthonormal basis whose span is closed under time reversal, this is the quenching of the magnetic moment in a nondegenerate level: the Zeeman shift has no term linear in the field.

## Time reversal as a matrix and a conjugation

States are complex vectors whose components are labelled by a finite set `n`.

```lean
import Mathlib

open Matrix

namespace TimeReversalMoments

noncomputable section

variable {n : Type*} [Fintype n]
```

Time reversal is the antiunitary map \(\Theta\psi = U\overline{\psi}\). In Lean, `star ψ` is the conjugated vector and `*ᵥ` applies a matrix to a vector.

```lean
/-- Time reversal of a state: complex conjugation followed by the matrix `U`. -/
def timeReverse (U : Matrix n n ℂ) (ψ : n → ℂ) : n → ℂ := U *ᵥ star ψ
```

The Hamiltonian \(H_0\) is time-even: it contains no external magnetic field and no other term that distinguishes a motion from its reverse. Here `A.map star` is \(\overline{A}\) and `Uᴴ` is \(U^\dagger\).

```lean
/-- An observable that is unchanged by time reversal. -/
def TimeEven (U A : Matrix n n ℂ) : Prop := U * A.map star * Uᴴ = A
```

A magnetic moment is time-odd, because reversing the motion reverses both orbital currents and spins.

```lean
/-- An observable that changes sign under time reversal. -/
def TimeOdd (U A : Matrix n n ℂ) : Prop := U * A.map star * Uᴴ = -A
```

The moment of a state is \(m(\psi)=\psi^\dagger M\psi\). The product `⬝ᵥ` does not conjugate, so the `star` is explicit. For an unnormalised vector the mean is \(m(\psi)/\psi^\dagger\psi\), which vanishes when \(m(\psi)\) does.

```lean
/-- The number `ψ† M ψ`; for a unit vector `ψ` and a Hermitian `M` it is the mean of `M`. -/
def moment (M : Matrix n n ℂ) (ψ : n → ℂ) : ℂ := star ψ ⬝ᵥ M *ᵥ ψ
```

A level is nondegenerate when all solutions of \(H_0\varphi=E\varphi\) are multiples of one nonzero \(\psi\). Hermiticity of \(H_0\) would serve only to make \(E\) real, so the definition takes a real \(E\) directly.

```lean
/-- `ψ` is a nonzero eigenvector of `H` with real energy `E`, and every solution of the
eigenvalue equation at this energy is a multiple of `ψ`. -/
def IsNondegenerate (H : Matrix n n ℂ) (E : ℝ) (ψ : n → ℂ) : Prop :=
  ψ ≠ 0 ∧ H *ᵥ ψ = (E : ℂ) • ψ ∧ ∀ φ : n → ℂ, H *ᵥ φ = (E : ℂ) • φ → ∃ c : ℂ, φ = c • ψ
```

## Moving operators past time reversal

Conjugating \((A\psi)_i=\sum_j A_{ij}\psi_j\) term by term gives \(\overline{A\psi}=\overline{A}\,\overline{\psi}\).

```lean
/-- Conjugating `A ψ` conjugates both the matrix and the vector. -/
theorem star_mulVec_conj (A : Matrix n n ℂ) (ψ : n → ℂ) :
    star (A *ᵥ ψ) = A.map star *ᵥ star ψ := by
  ext i
  simp only [Pi.star_apply, Matrix.mulVec, dotProduct, star_sum, star_mul', Matrix.map_apply]
```

For real \(r\), \(\Theta(r\psi)=U\,\overline{r\psi}=r\,\Theta\psi\). A complex factor would come out conjugated, which is why the energy has to be real.

```lean
/-- Real factors pass through time reversal. -/
theorem timeReverse_real_smul (U : Matrix n n ℂ) (r : ℝ) (ψ : n → ℂ) :
    timeReverse U ((r : ℂ) • ψ) = (r : ℂ) • timeReverse U ψ := by
  have hr : star (r : ℂ) = (r : ℂ) := Complex.conj_ofReal r
  unfold timeReverse
  rw [star_smul, hr, Matrix.mulVec_smul]
```

If \(A\) is time-even, multiplying \(U\overline{A}U^\dagger=A\) on the right by \(U\) gives \(AU=U\overline{A}\). Hence

\[ A\,\Theta\psi = AU\overline{\psi} = U\overline{A}\,\overline{\psi} = \Theta(A\psi). \]

The relation \(AU=U\overline{A}\) is `h1` in the proof.

```lean
variable [DecidableEq n]

/-- A time-even observable commutes with time reversal. -/
theorem even_mulVec_timeReverse {U A : Matrix n n ℂ} (hU : U ∈ unitaryGroup n ℂ)
    (hA : TimeEven U A) (ψ : n → ℂ) :
    A *ᵥ timeReverse U ψ = timeReverse U (A *ᵥ ψ) := by
  have h : Uᴴ * U = 1 := Matrix.mem_unitaryGroup_iff'.mp hU
  have hA' : U * A.map star * Uᴴ = A := hA
  have h1 : A * U = U * A.map star := by
    calc A * U = U * A.map star * Uᴴ * U := by rw [hA']
      _ = U * A.map star := by rw [Matrix.mul_assoc, h, Matrix.mul_one]
  unfold timeReverse
  rw [Matrix.mulVec_mulVec, h1, star_mulVec_conj, Matrix.mulVec_mulVec]
```

If \(A\) is time-odd, the same multiplication gives \(AU=-U\overline{A}\), and therefore \(A\,\Theta\psi=-\Theta(A\psi)\).

```lean
/-- A time-odd observable anticommutes with time reversal. -/
theorem odd_mulVec_timeReverse {U A : Matrix n n ℂ} (hU : U ∈ unitaryGroup n ℂ)
    (hA : TimeOdd U A) (ψ : n → ℂ) :
    A *ᵥ timeReverse U ψ = -timeReverse U (A *ᵥ ψ) := by
  have h : Uᴴ * U = 1 := Matrix.mem_unitaryGroup_iff'.mp hU
  have hA' : U * A.map star * Uᴴ = -A := hA
  have h1 : A * U = -(U * A.map star) := by
    calc A * U = -(U * A.map star * Uᴴ * U) := by rw [hA']; simp
      _ = -(U * A.map star) := by rw [Matrix.mul_assoc, h, Matrix.mul_one]
  unfold timeReverse
  rw [Matrix.mulVec_mulVec, h1, star_mulVec_conj, Matrix.neg_mulVec, Matrix.mulVec_mulVec]
```

## The moment changes sign

Antiunitarity exchanges the two sides of an overlap:

\[ (\Theta\varphi)^\dagger\,\Theta\chi = \varphi^{T}U^\dagger U\,\overline{\chi} = \chi^\dagger\varphi . \]

With \(\chi=M\psi\) and \(M^\dagger=M\),

\[ (\Theta\varphi)^\dagger M\,\Theta\psi = -(\Theta\varphi)^\dagger\,\Theta(M\psi) = -(M\psi)^\dagger\varphi = -\psi^\dagger M\varphi . \]

The overlap rule is `anti` in the proof; the final `rw` carries out the second line. Setting \(\varphi=\psi\) gives \(m(\Theta\psi)=-m(\psi)\).

```lean
/-- Between time-reversed states, the matrix element of a Hermitian time-odd observable is
minus the original one with the two states exchanged. -/
theorem matrixElement_timeReverse {U M : Matrix n n ℂ} (hU : U ∈ unitaryGroup n ℂ)
    (hM : M.IsHermitian) (hodd : TimeOdd U M) (φ ψ : n → ℂ) :
    star (timeReverse U φ) ⬝ᵥ M *ᵥ timeReverse U ψ = -(star ψ ⬝ᵥ M *ᵥ φ) := by
  have h : Uᴴ * U = 1 := Matrix.mem_unitaryGroup_iff'.mp hU
  -- time reversal is antiunitary: it exchanges the two sides of an overlap
  have anti : ∀ χ : n → ℂ, star (timeReverse U φ) ⬝ᵥ timeReverse U χ = star χ ⬝ᵥ φ := by
    intro χ
    unfold timeReverse
    rw [Matrix.star_mulVec, star_star, ← Matrix.dotProduct_mulVec, Matrix.mulVec_mulVec, h,
      Matrix.one_mulVec, dotProduct_comm]
  rw [odd_mulVec_timeReverse hU hodd, dotProduct_neg, anti, Matrix.star_mulVec, hM.eq,
    ← Matrix.dotProduct_mulVec]
```

## Nondegenerate levels

The reversed state has the same energy, since \(H_0\Theta\psi=\Theta(H_0\psi)=\Theta(E\psi)=E\,\Theta\psi\). Nondegeneracy then gives \(\Theta\psi=c\psi\) for some complex \(c\). The moment of \(c\psi\) is \(|c|^2m(\psi)\), while the moment of \(\Theta\psi\) is \(-m(\psi)\), so

\[ (|c|^2+1)\,m(\psi)=0 . \]

The bracket is at least 1, hence \(m(\psi)=0\). These steps are `hrev`, `hs`, `h0` and `hpos`; the value of \(|c|\) is not needed.

```lean
/-- **Nondegenerate levels carry no moment.** If the Hamiltonian is time-even and the Hermitian
observable `M` is time-odd, then `M` has zero mean in every nondegenerate eigenvector. -/
theorem moment_eq_zero_of_nondegenerate {U H₀ M : Matrix n n ℂ} (hU : U ∈ unitaryGroup n ℂ)
    (heven : TimeEven U H₀) (hM : M.IsHermitian) (hodd : TimeOdd U M)
    {E : ℝ} {ψ : n → ℂ} (hψ : IsNondegenerate H₀ E ψ) : moment M ψ = 0 := by
  obtain ⟨-, hE, hnd⟩ := hψ
  -- the reversed state lies in the same level, hence is a multiple of ψ
  have hrev : H₀ *ᵥ timeReverse U ψ = (E : ℂ) • timeReverse U ψ := by
    rw [even_mulVec_timeReverse hU heven, hE, timeReverse_real_smul]
  obtain ⟨c, hc⟩ := hnd _ hrev
  have h : moment M (timeReverse U ψ) = -moment M ψ :=
    matrixElement_timeReverse hU hM hodd ψ ψ
  have hcc : star c * c = (Complex.normSq c : ℂ) := Complex.normSq_eq_conj_mul_self.symm
  have hs : moment M (c • ψ) = (Complex.normSq c : ℂ) * moment M ψ := by
    unfold moment
    rw [star_smul, smul_dotProduct, Matrix.mulVec_smul, dotProduct_smul]
    simp only [smul_eq_mul]
    rw [← mul_assoc, hcc]
  rw [hc, hs] at h
  -- the moment is multiplied by |c|² and also changes sign
  have h0 : ((Complex.normSq c + 1 : ℝ) : ℂ) * moment M ψ = 0 := by
    push_cast
    linear_combination h
  have hpos : Complex.normSq c + 1 ≠ 0 :=
    ne_of_gt (by linarith [Complex.normSq_nonneg c])
  exact (mul_eq_zero.mp h0).resolve_left (Complex.ofReal_ne_zero.mpr hpos)
```

In a program, the eigenvector returned by a diagonalisation may carry any phase, and this does not affect \(m(\psi)\). If a computed moment in a nondegenerate level at zero field is clearly nonzero, then either the eigenvector is inaccurate or the matrices violate one of the hypotheses.

## Partners in opposite fields

To first order, a magnetic field \(B\) along the measured component of the moment adds \(-BM\) to \(H_0\); the diamagnetic term, quadratic in \(B\), is left out here. Write \(b=-B\), and let \((H_0+bM)\psi=E\psi\) with real \(b\). Reversing the field changes the sign of \(b\). Moving both operators past \(\Theta\) gives

\[ (H_0-bM)\,\Theta\psi = \Theta(H_0\psi)+b\,\Theta(M\psi) = \Theta\big((H_0+bM)\psi\big) = E\,\Theta\psi . \]

The partner has the opposite moment, by the sign rule above. The theorem treats one solution at a time; it does not compare characteristic polynomials or multiplicities.

```lean
/-- Time reversal turns a solution of the eigenvalue equation for `H₀ + b M` into a solution for `H₀
- b M`, with the same energy `E` and the opposite value of `moment M`. -/
theorem zeeman_partner {U H₀ M : Matrix n n ℂ} (hU : U ∈ unitaryGroup n ℂ)
    (heven : TimeEven U H₀) (hM : M.IsHermitian) (hodd : TimeOdd U M)
    {b E : ℝ} {ψ : n → ℂ} (hψ : (H₀ + (b : ℂ) • M) *ᵥ ψ = (E : ℂ) • ψ) :
    (H₀ - (b : ℂ) • M) *ᵥ timeReverse U ψ = (E : ℂ) • timeReverse U ψ ∧
      moment M (timeReverse U ψ) = -moment M ψ := by
  refine ⟨?_, matrixElement_timeReverse hU hM hodd ψ ψ⟩
  have hadd : ∀ φ χ : n → ℂ,
      timeReverse U (φ + χ) = timeReverse U φ + timeReverse U χ := by
    intro φ χ
    unfold timeReverse
    rw [star_add, Matrix.mulVec_add]
  rw [← timeReverse_real_smul, ← hψ, Matrix.sub_mulVec, Matrix.smul_mulVec,
    even_mulVec_timeReverse hU heven, odd_mulVec_timeReverse hU hodd, Matrix.add_mulVec,
    Matrix.smul_mulVec, hadd, timeReverse_real_smul, smul_neg, sub_neg_eq_add]
```

## Mixed states

For Hermitian matrices, conjugation is transposition. If \(\rho\) is Hermitian and time-even, then

\[ \rho M = -(U\rho^{T}U^\dagger)(UM^{T}U^\dagger) = -U\rho^{T}M^{T}U^\dagger . \]

Taking the trace and using its cyclicity,

\[ \operatorname{tr}(\rho M) = -\operatorname{tr}(\rho^{T}M^{T}) = -\operatorname{tr}\big((M\rho)^{T}\big) = -\operatorname{tr}(\rho M), \]

so the trace vanishes. In Lean, `key` is the first line and `hneg` the second. Positivity and unit trace of \(\rho\) play no role.

```lean
/-- A Hermitian time-odd observable has zero trace against every Hermitian time-even matrix `ρ`,
in particular against a time-even density matrix. -/
theorem trace_even_mul_odd {U ρ M : Matrix n n ℂ} (hU : U ∈ unitaryGroup n ℂ)
    (hρ : ρ.IsHermitian) (heven : TimeEven U ρ) (hM : M.IsHermitian) (hodd : TimeOdd U M) :
    (ρ * M).trace = 0 := by
  have h : Uᴴ * U = 1 := Matrix.mem_unitaryGroup_iff'.mp hU
  -- for Hermitian matrices conjugation is transposition
  have conjT : ∀ A : Matrix n n ℂ, A.IsHermitian → A.map star = Aᵀ := by
    intro A hA
    ext i j
    exact hA.apply j i
  have h1 : U * ρᵀ * Uᴴ = ρ := by rw [← conjT ρ hρ]; exact heven
  have h2 : U * Mᵀ * Uᴴ = -M := by rw [← conjT M hM]; exact hodd
  have key : ρ * M = -(U * (ρᵀ * Mᵀ) * Uᴴ) := by
    calc ρ * M = -((U * ρᵀ * Uᴴ) * (U * Mᵀ * Uᴴ)) := by rw [h1, h2]; simp
      _ = -(U * ρᵀ * (Uᴴ * U) * Mᵀ * Uᴴ) := by simp only [Matrix.mul_assoc]
      _ = -(U * (ρᵀ * Mᵀ) * Uᴴ) := by
        rw [h, Matrix.mul_one]
        simp only [Matrix.mul_assoc]
  have hneg : (ρ * M).trace = -(ρ * M).trace := by
    calc (ρ * M).trace = -(U * (ρᵀ * Mᵀ) * Uᴴ).trace := by rw [key, Matrix.trace_neg]
      _ = -(ρᵀ * Mᵀ).trace := by
        rw [Matrix.trace_mul_comm, ← Matrix.mul_assoc, h, Matrix.one_mul]
      _ = -(ρ * M).trace := by
        rw [← Matrix.transpose_mul, Matrix.trace_transpose, Matrix.trace_mul_comm]
  linear_combination (1 / 2 : ℂ) * hneg
```

This suits degenerate levels in a calculation. A solver returns an arbitrary basis of such a level, and single basis vectors may have moments. For Hermitian \(H_0\), the projector onto the complete level is time-even, so the moments of an orthonormal basis add up to zero.

## Two real orbitals

Take \(U=1\) and

\[ H_0=\begin{pmatrix}1&0\\0&-1\end{pmatrix},\qquad M=\begin{pmatrix}0&-i\\i&0\end{pmatrix},\qquad \psi=\begin{pmatrix}1\\0\end{pmatrix},\qquad E=1 . \]

\(H_0\) is real and \(M\) is imaginary, so the symmetry conditions hold. With components numbered from 0, the second row of \(H_0\varphi=\varphi\) reads \(-\varphi_1=\varphi_1\). Thus \(\varphi_1=0\) and the level is nondegenerate.

```lean
/-- Two real orbitals with energies `1` and `-1` and an imaginary moment matrix meet all
hypotheses of the theorem on nondegenerate levels, with `U = 1`. -/
theorem moment_eq_zero_of_nondegenerate_witness :
    (1 : Matrix (Fin 2) (Fin 2) ℂ) ∈ unitaryGroup (Fin 2) ℂ ∧
    TimeEven 1 (!![1, 0; 0, -1] : Matrix (Fin 2) (Fin 2) ℂ) ∧
    (!![0, -Complex.I; Complex.I, 0] : Matrix (Fin 2) (Fin 2) ℂ).IsHermitian ∧
    TimeOdd 1 (!![0, -Complex.I; Complex.I, 0] : Matrix (Fin 2) (Fin 2) ℂ) ∧
    IsNondegenerate (!![1, 0; 0, -1] : Matrix (Fin 2) (Fin 2) ℂ) 1 ![1, 0] := by
  refine ⟨one_mem _, ?_, ?_, ?_, ?_, ?_, ?_⟩
  · unfold TimeEven
    ext i j
    fin_cases i <;> fin_cases j <;> simp
  · exact Matrix.IsHermitian.ext (fun i j => by fin_cases i <;> fin_cases j <;> simp)
  · unfold TimeOdd
    ext i j
    fin_cases i <;> fin_cases j <;> simp
  · intro h
    have h0 := congrFun h 0
    simp at h0
  · ext i
    fin_cases i <;> simp [Matrix.mulVec, dotProduct, Fin.sum_univ_two]
  · intro φ hφ
    have h : -φ 1 = φ 1 := by
      simpa [Matrix.mulVec, dotProduct, Fin.sum_univ_two] using congrFun hφ 1
    have h0 : φ 1 = 0 := by linear_combination (-1 / 2 : ℂ) * h
    exact ⟨φ 0, by ext i; fin_cases i <;> simp [h0]⟩
```

A field induces a moment. At \(b=3/4\), the vector \((3,i)\) is an eigenvector of \(H_0+bM\) with energy \(5/4\). It has \(m=6\) and squared norm 10, so its mean moment is \(3/5\). Its reverse \((3,-i)\) has energy \(5/4\) at \(b=-3/4\) and mean moment \(-3/5\).

## A spin doublet keeps its moment

For a spin one-half, take \(H_0=1\), the spin component \(M=\sigma_z=\operatorname{diag}(1,-1)\) in units of \(\hbar/2\), and

\[ U=\begin{pmatrix}0&1\\-1&0\end{pmatrix}. \]

Then \(U\sigma_zU^\dagger=-\sigma_z\), so the symmetry conditions hold. Every nonzero vector is an eigenvector of \(H_0\) with energy 1, and spin up has \(m=1\). Only nondegeneracy fails. Here \(\Theta^2=-1\), as for any odd number of electrons; Kramers degeneracy then leaves no nondegenerate level to which the zero-moment theorem could apply.

```lean
/-- For a spin one-half with the identity as Hamiltonian and `diag(1, -1)` as observable, all
symmetry conditions hold and the spin-up state has moment `1`. -/
theorem spinHalf_moment_ne_zero :
    (!![0, 1; -1, 0] : Matrix (Fin 2) (Fin 2) ℂ) ∈ unitaryGroup (Fin 2) ℂ ∧
    TimeEven !![0, 1; -1, 0] (1 : Matrix (Fin 2) (Fin 2) ℂ) ∧
    (!![1, 0; 0, -1] : Matrix (Fin 2) (Fin 2) ℂ).IsHermitian ∧
    TimeOdd !![0, 1; -1, 0] (!![1, 0; 0, -1] : Matrix (Fin 2) (Fin 2) ℂ) ∧
    moment (!![1, 0; 0, -1] : Matrix (Fin 2) (Fin 2) ℂ) ![1, 0] = 1 := by
  refine ⟨?_, ?_, ?_, ?_, ?_⟩
  · rw [Matrix.mem_unitaryGroup_iff]
    ext i j
    fin_cases i <;> fin_cases j <;>
      simp [Matrix.mul_apply, Fin.sum_univ_two, Matrix.star_eq_conjTranspose]
  · unfold TimeEven
    ext i j
    fin_cases i <;> fin_cases j <;> simp [Matrix.mul_apply, Fin.sum_univ_two]
  · exact Matrix.IsHermitian.ext (fun i j => by fin_cases i <;> fin_cases j <;> simp)
  · unfold TimeOdd
    ext i j
    fin_cases i <;> fin_cases j <;>
      simp [Matrix.mul_apply, Matrix.vecMul, dotProduct, Fin.sum_univ_two]
  · simp [moment, Matrix.mulVec, dotProduct, Fin.sum_univ_two]

end

end TimeReversalMoments
```

```lean
#print axioms TimeReversalMoments.moment_eq_zero_of_nondegenerate
#print axioms TimeReversalMoments.zeeman_partner
#print axioms TimeReversalMoments.trace_even_mul_odd
#print axioms TimeReversalMoments.spinHalf_moment_ne_zero
```

```
'TimeReversalMoments.moment_eq_zero_of_nondegenerate' depends on axioms: [propext, Classical.choice, Quot.sound]
'TimeReversalMoments.zeeman_partner' depends on axioms: [propext, Classical.choice, Quot.sound]
'TimeReversalMoments.trace_even_mul_odd' depends on axioms: [propext, Classical.choice, Quot.sound]
'TimeReversalMoments.spinHalf_moment_ne_zero' depends on axioms: [propext, Classical.choice, Quot.sound]
```
